# For S-orthonormal orbitals C with density P = CCᴴ and Hermitian F and S, FPS = SPF exactly when FC = SCE for some E

Q: In each cycle of a self-consistent-field calculation, a program can build the Fock matrix \(F\) from the current density matrix \(P\) and check how far \(FPS-SPF\) is from zero, where \(S\) is the overlap matrix of the basis. That test never mentions orbitals. What does a zero residual say about them?

A: Let the columns of \(C\) be the \(k\) occupied orbitals in a basis of \(n\) functions, with \(C^\dagger SC=1\) and \(P=CC^\dagger\). For Hermitian \(F\) and \(S\), the residual vanishes exactly when \(FC=SCE\) for some \(k\times k\) matrix \(E\). In a finite-basis Hartree–Fock or Kohn–Sham calculation, this links the density-based test to the orbital equations, with \(F\) taken as the matrix at hand.

In the file, `n` and `k` are finite index types for basis functions and orbitals, and `ᴴ` is the conjugate transpose.

```lean
import Mathlib

open Matrix

namespace SCFConvergence

noncomputable section

variable {n k m : Type*} [Fintype n] [Fintype k] [DecidableEq k]

/-- The density matrix `P = C Cᴴ` of the occupied orbitals whose coefficients are the
columns of `C`. -/
def density {n k : Type*} [Fintype k] (C : Matrix n k ℂ) : Matrix n n ℂ := C * Cᴴ
```

Q: `density` contains no overlap matrix. Is it really the density matrix of a non-orthogonal basis?

A: Yes, with one electron per occupied spin orbital. A closed-shell factor of 2 would multiply both sides of the convergence condition and leave it unchanged. The overlap enters through the orthonormality hypothesis `hC`, which gives

\[
PSP=C(C^\dagger SC)C^\dagger=P,\qquad
\operatorname{tr}(PS)=\operatorname{tr}(C^\dagger SC)=k .
\]

The proof does the same: it regroups the product for the first identity and moves \(C\) cyclically under the trace for the second.

```lean
/-- For orbitals orthonormal in the metric `S`, the density matrix satisfies `P S P = P`, and
the trace of `P S` is the number of occupied orbitals. -/
theorem density_idempotent_trace {S : Matrix n n ℂ} {C : Matrix n k ℂ}
    (hC : Cᴴ * S * C = 1) :
    density C * S * density C = density C ∧
      (density C * S).trace = (Fintype.card k : ℂ) := by
  unfold density
  constructor
  · have e : C * Cᴴ * S * (C * Cᴴ) = C * (Cᴴ * S * C) * Cᴴ := by
      simp only [Matrix.mul_assoc]
    rw [e, hC, Matrix.mul_one]
  · rw [Matrix.mul_assoc, Matrix.trace_mul_comm, hC, Matrix.trace_one]
```

Q: You allow any matrix \(E\). Orbital energies should be real, so shouldn't \(E\) at least be Hermitian?

A: It is, as a consequence. Multiply \(FC=SCE\) from the left by \(C^\dagger\):

\[
C^\dagger FC=(C^\dagger SC)E=E .
\]

So \(E\) is unique: it is the Fock matrix in the basis of the occupied orbitals. Since \(F^\dagger=F\), we get \(E^\dagger=C^\dagger F^\dagger C=E\). The two lemmas are these two sentences, and the second begins by rewriting \(E\) with the first.

```lean
/-- For `S`-orthonormal occupied orbitals `C`, the matrix `E` in the orbital equation `F C = S C E`
is the Fock matrix in the basis of the occupied orbitals. -/
theorem multiplier_eq {F S : Matrix n n ℂ} {C : Matrix n k ℂ} {E : Matrix k k ℂ}
    (hC : Cᴴ * S * C = 1) (h : F * C = S * C * E) : E = Cᴴ * F * C := by
  have e : Cᴴ * (S * C * E) = Cᴴ * S * C * E := by simp only [Matrix.mul_assoc]
  rw [Matrix.mul_assoc, h, e, hC, Matrix.one_mul]

/-- For a Hermitian Fock matrix and `S`-orthonormal orbitals, the matrix `E` in the orbital equation
is Hermitian. -/
theorem multiplier_isHermitian {F S : Matrix n n ℂ} {C : Matrix n k ℂ} {E : Matrix k k ℂ}
    (hF : F.IsHermitian) (hC : Cᴴ * S * C = 1) (h : F * C = S * C * E) :
    E.IsHermitian := by
  rw [multiplier_eq hC h]
  unfold Matrix.IsHermitian
  simp only [conjTranspose_mul, conjTranspose_conjTranspose, hF.eq, Matrix.mul_assoc]
```

Q: Then show me the equivalence by hand.

A: Suppose first that \(FPS=SPF\), and apply both sides to \(C\). The left side is \(FC(C^\dagger SC)=FC\), and the right side is \(SC(C^\dagger FC)\). Hence \(FC=SCE\) with \(E=C^\dagger FC\).

Conversely, suppose that \(FC=SCE\). Its adjoint is \(C^\dagger F=EC^\dagger S\), because \(F\), \(S\) and \(E\) are Hermitian. Therefore

\[
FPS=(FC)C^\dagger S=SCE\,C^\dagger S=SC(C^\dagger F)=SPF .
\]

In the Lean proof each direction is a `calc` chain with these steps. The first supplies `Cᴴ * F * C` as the required `E`, and in the second `h2` is the adjoint equation.

```lean
/-- For Hermitian `F` and `S` and `S`-orthonormal occupied orbitals `C`, the convergence condition
`F P S = S P F` holds exactly when the orbitals satisfy `F C = S C E` for some matrix `E`. -/
theorem convergence_iff_orbital_equation {F S : Matrix n n ℂ} {C : Matrix n k ℂ}
    (hF : F.IsHermitian) (hS : S.IsHermitian) (hC : Cᴴ * S * C = 1) :
    F * density C * S = S * density C * F ↔ ∃ E : Matrix k k ℂ, F * C = S * C * E := by
  unfold density
  constructor
  · intro h
    -- apply both sides to the occupied orbitals
    refine ⟨Cᴴ * F * C, ?_⟩
    have e : F * (C * Cᴴ) * S * C = F * C * (Cᴴ * S * C) := by
      simp only [Matrix.mul_assoc]
    calc F * C = F * (C * Cᴴ) * S * C := by rw [e, hC, Matrix.mul_one]
      _ = S * (C * Cᴴ) * F * C := by rw [h]
      _ = S * C * (Cᴴ * F * C) := by simp only [Matrix.mul_assoc]
  · rintro ⟨E, hE⟩
    have hEh := multiplier_isHermitian hF hC hE
    -- the adjoint of the orbital equation
    have h2 : Cᴴ * F = E * (Cᴴ * S) := by
      have h := congrArg conjTranspose hE
      simpa only [conjTranspose_mul, hF.eq, hS.eq, hEh.eq] using h
    calc F * (C * Cᴴ) * S = F * C * (Cᴴ * S) := by simp only [Matrix.mul_assoc]
      _ = S * C * E * (Cᴴ * S) := by rw [hE]
      _ = S * C * (E * (Cᴴ * S)) := Matrix.mul_assoc _ _ _
      _ = S * C * (Cᴴ * F) := by rw [h2]
      _ = S * (C * Cᴴ) * F := by simp only [Matrix.mul_assoc]
```

Q: The theorem takes `F` as an arbitrary Hermitian matrix. In a real calculation \(F\) depends on \(P\). Hasn't the self-consistency disappeared?

A: The theorem treats one \(F\) and one \(C\) at a time. You may insert the \(F\) built from the same \(P\), and the equivalence then applies to that pair. It does not say that such a pair exists, that the iteration reaches it, that the occupied orbitals are the lowest ones, or that the energy is a minimum. It also concerns an exactly zero residual, whereas a program stops at a small one.

Q: And nothing requires \(S\) to be positive definite, as an overlap matrix of independent functions must be.

A: All that the algebra needs of \(S\) is that it is Hermitian and that the occupied orbitals are orthonormal in it. The physical case is included.

Q: Textbook orbitals satisfy \(Fc=\varepsilon Sc\) one at a time. A full matrix \(E\) is weaker.

A: With two or more occupied orbitals it is weaker for a given \(C\), but the density cannot tell the difference. Let \(U\) be a unitary \(k\times k\) matrix. Since \(U\) is square, \(U^\dagger U=1\) also gives \(UU^\dagger=1\), and

\[
(CU)(CU)^\dagger=C\,UU^\dagger C^\dagger=P .
\]

```lean
omit [Fintype n] in
/-- A unitary rotation among the occupied orbitals leaves the density matrix unchanged. -/
theorem density_rotation (C : Matrix n k ℂ) {U : Matrix k k ℂ} (hU : Uᴴ * U = 1) :
    density (C * U) = density C := by
  have hU' : U * Uᴴ = 1 := mul_eq_one_comm.mp hU
  have e : C * U * (C * U)ᴴ = C * (U * Uᴴ) * Cᴴ := by
    simp only [conjTranspose_mul, Matrix.mul_assoc]
  unfold density
  rw [e, hU', Matrix.mul_one]
```

Because \(E\) is Hermitian, we can choose \(U\) so that \(EU=U\,\mathrm{diag}(\varepsilon)\) with real \(\varepsilon_i\). Then

\[
F(CU)=SC\,EU=S(CU)\,\mathrm{diag}(\varepsilon),
\]

and the columns of \(CU\) are canonical orbitals. In the other direction, \((CU)^\dagger S(CU)=U^\dagger U=1\), so the main theorem applies to \(CU\), whose density is again \(P\).

Lean takes \(U\) from `eigenvectorUnitary` and proves the eigenvalue equation as `hEU`. The type `ε : k → ℝ` records that the energies are real.

```lean
/-- For Hermitian `F` and `S` and `S`-orthonormal occupied orbitals, the convergence condition holds
exactly when some unitary rotation of the occupied orbitals gives solutions of `F c = ε S c` with
real orbital energies `ε`. -/
theorem convergence_iff_canonical {F S : Matrix n n ℂ} {C : Matrix n k ℂ}
    (hF : F.IsHermitian) (hS : S.IsHermitian) (hC : Cᴴ * S * C = 1) :
    F * density C * S = S * density C * F ↔
      ∃ (U : Matrix k k ℂ) (ε : k → ℝ), Uᴴ * U = 1 ∧
        F * (C * U) = S * (C * U) * diagonal (fun i => (ε i : ℂ)) := by
  constructor
  · intro h
    obtain ⟨E, hE⟩ := (convergence_iff_orbital_equation hF hS hC).mp h
    have hEh := multiplier_isHermitian hF hC hE
    -- the eigenvectors of `E` give the rotation
    let U : Matrix k k ℂ := hEh.eigenvectorUnitary
    have hEU : E * U = U * diagonal (fun i => (hEh.eigenvalues i : ℂ)) := by
      ext i j
      have h := congrFun (hEh.mulVec_eigenvectorBasis j) i
      rw [Matrix.mul_diagonal]
      simpa [U, Matrix.mul_apply, Matrix.mulVec, dotProduct, mul_comm] using h
    refine ⟨U, hEh.eigenvalues,
      Matrix.mem_unitaryGroup_iff'.mp hEh.eigenvectorUnitary.2, ?_⟩
    calc F * (C * U) = F * C * U := (Matrix.mul_assoc _ _ _).symm
      _ = S * C * (E * U) := by rw [hE, Matrix.mul_assoc]
      _ = S * (C * U) * diagonal (fun i => (hEh.eigenvalues i : ℂ)) := by
        rw [hEU]; simp only [Matrix.mul_assoc]
  · rintro ⟨U, ε, hU, h⟩
    -- the rotated orbitals are again orthonormal and have the same density
    have hCU : (C * U)ᴴ * S * (C * U) = 1 := by
      have e : (C * U)ᴴ * S * (C * U) = Uᴴ * (Cᴴ * S * C) * U := by
        simp only [conjTranspose_mul, Matrix.mul_assoc]
      rw [e, hC, Matrix.mul_one, hU]
    have h' := (convergence_iff_orbital_equation hF hS hCU).mpr ⟨_, h⟩
    rwa [density_rotation C hU] at h'
```

Q: What does the residual measure when it is not zero?

A: Take orbitals \(D\) with \(D^\dagger SC=0\), such as the virtual ones. Then

\[
D^\dagger(FPS-SPF)C
=D^\dagger FC\,(C^\dagger SC)-(D^\dagger SC)\,C^\dagger FC
=D^\dagger FC .
\]

This block is the Fock coupling between \(D\) and the occupied orbitals, so it vanishes at convergence. The proof expands the residual as above and inserts `hC` and `hD`; \(D\) need not be normalised.

```lean
/-- Let the occupied orbitals `C` be `S`-orthonormal. Between orbitals `D` that are `S`-orthogonal
to the occupied ones and the occupied orbitals `C`, the residual `F P S - S P F` has the same matrix
elements as the Fock matrix. -/
theorem residual_block (F : Matrix n n ℂ) {S : Matrix n n ℂ} {C : Matrix n k ℂ}
    {D : Matrix n m ℂ} (hC : Cᴴ * S * C = 1) (hD : Dᴴ * S * C = 0) :
    Dᴴ * (F * density C * S - S * density C * F) * C = Dᴴ * F * C := by
  have e : Dᴴ * (F * density C * S - S * density C * F) * C
      = Dᴴ * F * C * (Cᴴ * S * C) - Dᴴ * S * C * (Cᴴ * F * C) := by
    simp only [density, Matrix.mul_sub, Matrix.sub_mul, Matrix.mul_assoc]
  rw [e, hC, hD, Matrix.mul_one, Matrix.zero_mul, sub_zero]
```

Q: Can I see a case that passes the test and one that fails it?

A: Take two equivalent sites with one occupied orbital and a fixed \(F\). The site energy \(-2\) and the coupling \(-1\) are model numbers in arbitrary energy units, and the overlap \(7/18\) is chosen to keep the normalised coefficients rational.

```lean
/-- The overlap matrix of two equivalent sites with overlap `7/18`. -/
def dimerS : Matrix (Fin 2) (Fin 2) ℂ := !![1, 7/18; 7/18, 1]

/-- A Fock matrix for two equivalent sites, with site energy `-2` and coupling `-1`. -/
def dimerF : Matrix (Fin 2) (Fin 2) ℂ := !![-2, -1; -1, -2]

/-- The symmetric combination of the two site functions. -/
def symmetricOrbital : Matrix (Fin 2) (Fin 1) ℂ := !![3/5; 3/5]

/-- The orbital consisting of the first site function alone. -/
def siteOrbital : Matrix (Fin 2) (Fin 1) ℂ := !![1; 0]
```

For the symmetric orbital \(c=(3/5,3/5)^T\), the norm is \(c^\dagger Sc=\tfrac{9}{25}\bigl(2+\tfrac79\bigr)=1\). Both components of \(Fc\) are \(-9/5\) and both components of \(Sc\) are \(5/6\), so \(E=-54/25\). Lean checks these equations entry by entry.

```lean
/-- In the two-site model both matrices are Hermitian, and the symmetric orbital is normalised
and solves the orbital equation with `E = -54/25`. -/
theorem convergence_witness :
    dimerF.IsHermitian ∧ dimerS.IsHermitian ∧
      symmetricOrbitalᴴ * dimerS * symmetricOrbital = 1 ∧
      dimerF * symmetricOrbital =
        dimerS * symmetricOrbital * (!![-54/25] : Matrix (Fin 1) (Fin 1) ℂ) := by
  refine ⟨?_, ?_, ?_, ?_⟩
  · ext i j
    fin_cases i <;> fin_cases j <;> simp [dimerF]
  · ext i j
    fin_cases i <;> fin_cases j <;> simp [dimerS]
  · have h3 : (starRingEnd ℂ) 3 = 3 := Complex.conj_eq_iff_real.mpr ⟨3, by norm_num⟩
    have h5 : (starRingEnd ℂ) 5 = 5 := Complex.conj_eq_iff_real.mpr ⟨5, by norm_num⟩
    ext i j
    fin_cases i
    fin_cases j
    norm_num [dimerS, symmetricOrbital, Matrix.mul_apply, Fin.sum_univ_succ, h3, h5]
  · ext i j
    fin_cases i <;> fin_cases j <;>
      (simp only [Matrix.mul_apply, Fin.sum_univ_two]
       norm_num [dimerF, dimerS, symmetricOrbital])
```

The single-site orbital \((1,0)^T\) is also normalised, but the upper right element of \(FPS\) is \(-2\cdot\tfrac{7}{18}=-\tfrac79\), while that of \(SPF\) is \(-1\). The proof assumes equality and compares exactly this element, `h01`, to reach a contradiction.

```lean
/-- In the same model the single-site orbital is normalised but violates the convergence
condition. -/
theorem siteOrbital_not_converged :
    siteOrbitalᴴ * dimerS * siteOrbital = 1 ∧
      dimerF * density siteOrbital * dimerS ≠ dimerS * density siteOrbital * dimerF := by
  constructor
  · ext i j
    fin_cases i
    fin_cases j
    norm_num [dimerS, siteOrbital, Matrix.mul_apply, Fin.sum_univ_succ]
  · intro h
    -- compare the off-diagonal elements
    have h01 := congrFun (congrFun h 0) 1
    simp only [density, Matrix.mul_apply, Fin.sum_univ_two, conjTranspose_apply] at h01
    norm_num [dimerF, dimerS, siteOrbital] at h01

end

end SCFConvergence
```

Q: So orthonormality alone does not make the residual vanish.

A: Right. The site orbital meets `hC` and still fails the test, because \(F\) couples it to the orbital that is \(S\)-orthogonal to it: for \(D=(-7/18,1)^T\), \(D^\dagger SC=0\) but \(D^\dagger FC=\tfrac79-1=-\tfrac29\).

```lean
#print axioms SCFConvergence.convergence_iff_orbital_equation
-- 'SCFConvergence.convergence_iff_orbital_equation' depends on axioms: [propext, Classical.choice, Quot.sound]
#print axioms SCFConvergence.convergence_iff_canonical
-- 'SCFConvergence.convergence_iff_canonical' depends on axioms: [propext, Classical.choice, Quot.sound]
#print axioms SCFConvergence.residual_block
-- 'SCFConvergence.residual_block' depends on axioms: [propext, Classical.choice, Quot.sound]
#print axioms SCFConvergence.siteOrbital_not_converged
-- 'SCFConvergence.siteOrbital_not_converged' depends on axioms: [propext, Classical.choice, Quot.sound]
```
